# Restricted Hubbard dimer with a Dudarev term, 0 ≤ U ≤ J: the energy error tends to (J + U)/2 at vanishing hopping

How far does a restricted mean-field calculation with a Dudarev correction miss the energy of two electrons on two weakly coupled sites? When the Dudarev parameter exceeds the on-site repulsion, the answer depends on what "restricted" allows. Here both electrons, of opposite spin, occupy one real orbital, whose weight may shift freely between the sites; the symmetric orbital is not imposed.

```lean
import Mathlib

open Set Filter Topology

namespace DudarevRestrictedDimer

noncomputable section
```

Let the orbital have amplitudes \(a\) and \(b\) on the two sites, with \(a^2+b^2=1\). With hopping \(t\), each electron contributes \(-2tab\). The on-site repulsion is called \(J\) (the usual Hubbard \(U\), not Hund's exchange), and its mean-field energy is \(J(a^4+b^4)\). The letter \(U\) is kept for the effective Dudarev parameter, whose term \(\tfrac U2\sum(m-m^2)\), summed over the occupations \(m\) of both sites and both spins, penalises fractional occupation when \(U>0\).

```lean
/-- Energy of two electrons of opposite spin in the same real orbital `(a, b)` of the dimer:
hopping `t`, mean-field on-site repulsion `J`, and the Dudarev term `(U/2) (n - n²)` summed over
both sites and both spins. -/
def orbitalEnergy (t J U a b : ℝ) : ℝ :=
  2 * (-t * (2 * (a * b))) + J * (a ^ 2 * a ^ 2 + b ^ 2 * b ^ 2)
    + 2 * (U / 2 * ((a ^ 2 - (a ^ 2) ^ 2) + (b ^ 2 - (b ^ 2) ^ 2)))
```

Write \(n=a^2\) for the occupation per spin of the first site, so that \(b^2=1-n\). If \(ab\ge 0\), then \(ab=\sqrt{n(1-n)}\), and the sum becomes

\[
E(n)=-4t\sqrt{n(1-n)}+J\bigl(n^2+(1-n)^2\bigr)+2Un(1-n).
\]

```lean
/-- The restricted energy as a function of the occupation `n` per spin of the first site,
for `n` between 0 and 1. -/
def restrictedEnergy (t J U n : ℝ) : ℝ :=
  -4 * t * √(n * (1 - n)) + J * (n ^ 2 + (1 - n) ^ 2) + 2 * U * (n * (1 - n))
```

The reference is the exact energy. In the singlet space of the covalent and the symmetric ionic state, the Hamiltonian has diagonal entries \(0\) and \(J\) and off-diagonal entry \(-2t\); its lower eigenvalue is \((J-\sqrt{J^2+16t^2})/2\). Lean takes this closed form as a definition and does not diagonalise a Hamiltonian.

```lean
/-- The closed form of the exact ground-state energy of the half-filled dimer with hopping `t`
and repulsion `J`, for `J ≥ 0`. -/
def exactEnergy (t J : ℝ) : ℝ := (J - √(J ^ 2 + 16 * t ^ 2)) / 2
```

The next theorem links orbital and occupation. Its hypothesis `0 ≤ a * b` costs nothing in the minimisation, since for \(t>0\) amplitudes of opposite sign only raise the hopping energy.

```lean
/-- For a normalised real orbital whose two amplitudes do not have opposite signs, the orbital
energy is the restricted energy at the occupation `n = a²`. -/
theorem orbitalEnergy_eq_restrictedEnergy (t J U : ℝ) {a b : ℝ}
    (hnorm : a ^ 2 + b ^ 2 = 1) (hab : 0 ≤ a * b) :
    orbitalEnergy t J U a b = restrictedEnergy t J U (a ^ 2) := by
  have hb : b ^ 2 = 1 - a ^ 2 := by linarith
  have hs : √(a ^ 2 * (1 - a ^ 2)) = a * b := by
    rw [show a ^ 2 * (1 - a ^ 2) = (a * b) ^ 2 by rw [mul_pow, hb]]
    exact Real.sqrt_sq hab
  unfold orbitalEnergy restrictedEnergy
  rw [hs, hb]
  ring
```

## A quadratic in one variable

Put \(s=\sqrt{n(1-n)}\), which lies between \(0\) and \(\tfrac12\). Since \(n^2+(1-n)^2=1-2s^2\),

\[
E=J-4ts+2(U-J)s^2 .
\]

```lean
/-- For occupations between 0 and 1 the restricted energy is a quadratic polynomial in
`√(n (1 - n))`, whose curvature has the sign of `U - J`. -/
theorem restrictedEnergy_eq_quadratic (t J U : ℝ) {n : ℝ} (hn : n ∈ Icc (0 : ℝ) 1) :
    restrictedEnergy t J U n
      = J - 4 * t * √(n * (1 - n)) + 2 * (U - J) * √(n * (1 - n)) ^ 2 := by
  have hs : √(n * (1 - n)) ^ 2 = n * (1 - n) :=
    Real.sq_sqrt (mul_nonneg hn.1 (by linarith [hn.2]))
  unfold restrictedEnergy
  linear_combination (-2 * (U - J)) * hs
```

At \(n=\tfrac12\) we have \(s=\tfrac12\) and \(E=-2t+(J+U)/2\). Subtracting this value gives

\[
E(n)-E(\tfrac12)=(1-2s)\bigl(2t+(J-U)(\tfrac12+s)\bigr).
\]

For \(n\ne\tfrac12\), \(s^2=\tfrac14-(n-\tfrac12)^2\) gives \(s<\tfrac12\), so the first factor is positive. If \(U\le J+2t\), the second is at least \(2t-2t(\tfrac12+s)=t(1-2s)>0\). The condition \(0\le U\le J\) is therefore more than enough.

In Lean, `IsLeast` says that the value is attained on \([0,1]\) and bounds all others from below; the second clause says that only \(n=\tfrac12\) attains it. The facts `h2`, `h3` and `h4` are the bound on \(s\), the sign of the second factor and the sign of the product.

```lean
/-- For `t > 0` and `U ≤ J + 2t` the restricted energy has the minimum `-2t + (J + U)/2` on
`[0, 1]`, and it is attained at `n = 1/2` and nowhere else. -/
theorem restricted_minimum {t J U : ℝ} (ht : 0 < t) (hU : U ≤ J + 2 * t) :
    IsLeast (restrictedEnergy t J U '' Icc 0 1) (-2 * t + (J + U) / 2) ∧
      ∀ n ∈ Icc (0 : ℝ) 1,
        (restrictedEnergy t J U n = -2 * t + (J + U) / 2 ↔ n = 1 / 2) := by
  have hhalf : restrictedEnergy t J U (1 / 2) = -2 * t + (J + U) / 2 := by
    have h : √((1 / 2 : ℝ) * (1 - 1 / 2)) = 1 / 2 := by
      rw [show (1 / 2 : ℝ) * (1 - 1 / 2) = (1 / 2) ^ 2 by norm_num]
      exact Real.sqrt_sq (by norm_num)
    unfold restrictedEnergy
    rw [h]
    ring
  -- away from half occupation the energy is strictly higher
  have hstrict : ∀ n ∈ Icc (0 : ℝ) 1, n ≠ 1 / 2 →
      -2 * t + (J + U) / 2 < restrictedEnergy t J U n := by
    intro n hn hne
    have hs : √(n * (1 - n)) ^ 2 = n * (1 - n) :=
      Real.sq_sqrt (mul_nonneg hn.1 (by linarith [hn.2]))
    have hE := restrictedEnergy_eq_quadratic t J U hn
    have hs0 := Real.sqrt_nonneg (n * (1 - n))
    generalize √(n * (1 - n)) = s at hs hE hs0
    have h0 : n - 1 / 2 ≠ 0 := sub_ne_zero.mpr hne
    have h1 : 0 < (n - 1 / 2) ^ 2 := by positivity
    have h2 : s < 1 / 2 := by nlinarith
    have h3 : 0 < 2 * t + (J - U) * (1 / 2 + s) := by
      nlinarith [mul_nonneg (sub_nonneg.mpr hU) (by linarith : 0 ≤ 1 / 2 + s),
        mul_pos ht (sub_pos.mpr h2)]
    have h4 : 0 < (1 - 2 * s) * (2 * t + (J - U) * (1 / 2 + s)) :=
      mul_pos (by linarith) h3
    rw [hE]
    linarith [h4, show (1 - 2 * s) * (2 * t + (J - U) * (1 / 2 + s))
      = (J - 4 * t * s + 2 * (U - J) * s ^ 2) - (-2 * t + (J + U) / 2) by ring]
  refine ⟨⟨⟨1 / 2, ⟨by norm_num, by norm_num⟩, hhalf⟩, ?_⟩, ?_⟩
  · rintro _ ⟨n, hn, rfl⟩
    by_cases h : n = 1 / 2
    · rw [h, hhalf]
    · exact (hstrict n hn h).le
  · intro n hn
    constructor
    · intro h
      by_contra hne
      exact (hstrict n hn hne).ne' h
    · intro h
      rw [h, hhalf]
```

## Unequal occupations at large U

For \(U>J+2t\), set \(q=t/(U-J)\), so \(0<q<\tfrac12\). Completing the square,

\[
E=J-\frac{2t^2}{U-J}+2(U-J)(s-q)^2 .
\]

The square vanishes at \(n=(1+\sqrt{1-4q^2})/2\), because then \(n(1-n)=q^2\). The symmetric energy lies higher by \(2(U-J)(\tfrac12-q)^2>0\).

Some upper bound on \(U\) is thus needed for the symmetric minimum. With \(t=1\), \(J=1\), \(U=5\), the symmetric energy is \(1\), but \(s=\tfrac14\) gives \(1-1+\tfrac12=\tfrac12\).

```lean
/-- For `t > 0` and `U > J + 2t` the minimum of the restricted energy on `[0, 1]` is
`J - 2t²/(U - J)`, strictly below the value `-2t + (J + U)/2` of the symmetric dimer. -/
theorem disproportionated_minimum {t J U : ℝ} (ht : 0 < t) (hU : J + 2 * t < U) :
    IsLeast (restrictedEnergy t J U '' Icc 0 1) (J - 2 * t ^ 2 / (U - J)) ∧
      J - 2 * t ^ 2 / (U - J) < -2 * t + (J + U) / 2 := by
  have hD : 0 < U - J := by linarith
  -- `q` is the optimal value of `√(n (1 - n))`
  obtain ⟨q, hq⟩ : ∃ q, t = q * (U - J) :=
    ⟨t / (U - J), (div_mul_cancel₀ t hD.ne').symm⟩
  have hval : 2 * t ^ 2 / (U - J) = 2 * q ^ 2 * (U - J) := by
    rw [div_eq_iff hD.ne', hq]
    ring
  have hq0 : 0 < q := by
    by_contra h
    nlinarith [mul_nonneg (neg_nonneg.mpr (not_lt.mp h)) hD.le]
  have hq1 : q < 1 / 2 := by
    by_contra h
    nlinarith [mul_nonneg (sub_nonneg.mpr (not_lt.mp h)) hD.le]
  rw [hval]
  refine ⟨⟨?_, ?_⟩, ?_⟩
  · have hr : √(1 - 4 * q ^ 2) ^ 2 = 1 - 4 * q ^ 2 := Real.sq_sqrt (by nlinarith)
    have hr0 := Real.sqrt_nonneg (1 - 4 * q ^ 2)
    generalize √(1 - 4 * q ^ 2) = r at hr hr0
    have hr1 : r ≤ 1 := by nlinarith [sq_nonneg q]
    have hn : (1 + r) / 2 ∈ Icc (0 : ℝ) 1 := ⟨by linarith, by linarith⟩
    have hs : √((1 + r) / 2 * (1 - (1 + r) / 2)) = q := by
      rw [show (1 + r) / 2 * (1 - (1 + r) / 2) = q ^ 2 by linear_combination (-1 / 4) * hr]
      exact Real.sqrt_sq hq0.le
    refine ⟨(1 + r) / 2, hn, ?_⟩
    rw [restrictedEnergy_eq_quadratic t J U hn, hs]
    linear_combination (-4 * q) * hq
  · rintro _ ⟨n, hn, rfl⟩
    rw [restrictedEnergy_eq_quadratic t J U hn]
    generalize √(n * (1 - n)) = s
    have hts : t * s = q * (U - J) * s := by rw [← hq]
    -- the difference is a complete square
    nlinarith [mul_nonneg hD.le (sq_nonneg (s - q))]
  · have h := mul_pos hD (pow_pos (by linarith : 0 < 1 - 2 * q) 2)
    nlinarith [h, hq]
```

## The error as the hopping vanishes

If \(U\le J\), the symmetric minimum holds for every \(t>0\), and the excess over the exact energy is

\[
-2t+\frac{J+U}{2}-\frac{J-\sqrt{J^2+16t^2}}{2}\;\longrightarrow\;\frac{J+U}{2}\qquad(t\to0^+),
\]

using \(\sqrt{J^2}=J\) for \(J\ge0\). For \(J=3\), \(U=1\), the excess is \(0-(-1)=1\) at \(t=1\) and \(\tfrac{11}{8}+\tfrac18=\tfrac32\) at \(t=\tfrac5{16}\); the limit is \(2\).

Lean writes the minimum as `sInf` and the one-sided limit as `𝓝[>] 0`. The proof replaces the infimum by its closed form for \(t>0\), then uses continuity at \(t=0\).

```lean
/-- For `J ≥ 0` and `U ≤ J`, the excess of the minimal restricted energy over the exact energy
tends to `(J + U)/2` as the hopping tends to zero from above. -/
theorem excess_tendsto {J U : ℝ} (hJ : 0 ≤ J) (hU : U ≤ J) :
    Tendsto (fun t => sInf (restrictedEnergy t J U '' Icc 0 1) - exactEnergy t J)
      (𝓝[>] 0) (𝓝 ((J + U) / 2)) := by
  have hc : Continuous (fun t : ℝ => (-2 * t + (J + U) / 2) - exactEnergy t J) := by
    unfold exactEnergy
    fun_prop
  have hv : (-2 * (0 : ℝ) + (J + U) / 2) - exactEnergy 0 J = (J + U) / 2 := by
    simp [exactEnergy, Real.sqrt_sq hJ]
  refine ((hc.tendsto' 0 _ hv).mono_left nhdsWithin_le_nhds).congr' ?_
  filter_upwards [self_mem_nhdsWithin] with t ht
  have ht' : 0 < t := ht
  rw [(restricted_minimum ht' (by linarith : U ≤ J + 2 * t)).1.csInf_eq]
```

If \(U>J\), every \(t<(U-J)/2\) falls in the large-\(U\) case. The minimum then tends to \(J\), the energy of both electrons on one site, while the exact energy tends to \(0\).

```lean
/-- For `J ≥ 0` and `U > J`, the excess of the minimal restricted energy over the exact energy
tends to `J` as the hopping tends to zero from above. -/
theorem excess_tendsto_of_lt {J U : ℝ} (hJ : 0 ≤ J) (hU : J < U) :
    Tendsto (fun t => sInf (restrictedEnergy t J U '' Icc 0 1) - exactEnergy t J)
      (𝓝[>] 0) (𝓝 J) := by
  have hc : Continuous (fun t : ℝ => (J - 2 * t ^ 2 / (U - J)) - exactEnergy t J) := by
    unfold exactEnergy
    fun_prop
  have hv : (J - 2 * (0 : ℝ) ^ 2 / (U - J)) - exactEnergy 0 J = J := by
    simp [exactEnergy, Real.sqrt_sq hJ]
  refine ((hc.tendsto' 0 _ hv).mono_left nhdsWithin_le_nhds).congr' ?_
  -- for small hopping the dimer is in the disproportionated regime
  filter_upwards [self_mem_nhdsWithin, mem_nhdsWithin_of_mem_nhds
    (Iio_mem_nhds (show (0 : ℝ) < (U - J) / 2 by linarith))] with t ht hsmall
  have ht' : 0 < t := ht
  have hs' : t < (U - J) / 2 := hsmall
  rw [(disproportionated_minimum ht' (by linarith : J + 2 * t < U)).1.csInf_eq]

end

end DudarevRestrictedDimer
```

In this two-site model, a positive Dudarev \(U\le J\) adds \(U/2\) to the restricted dissociation error \(J/2\) instead of reducing it, which bears on closed-shell DFT+U calculations of stretched bonds. The numbers do not carry over directly to a real molecule. DFT+U adds the Dudarev term to an approximate density functional, whose own dissociation error need not be the \(J/2\) of the mean-field Hubbard energy used here. The model also treats bond stretching as \(t\to0\) with \(J\) and \(U\) fixed and one orbital per site.

```lean
#print axioms DudarevRestrictedDimer.orbitalEnergy_eq_restrictedEnergy
#print axioms DudarevRestrictedDimer.excess_tendsto
#print axioms DudarevRestrictedDimer.excess_tendsto_of_lt
```

```
'DudarevRestrictedDimer.orbitalEnergy_eq_restrictedEnergy' depends on axioms: [propext, Classical.choice, Quot.sound]
'DudarevRestrictedDimer.excess_tendsto' depends on axioms: [propext, Classical.choice, Quot.sound]
'DudarevRestrictedDimer.excess_tendsto_of_lt' depends on axioms: [propext, Classical.choice, Quot.sound]
```
